# With three or more orbitals, the antisymmetrised product fixes an invertible one-particle matrix up to sign

Take two spin orbitals, simply called orbitals below, with independent occupations 0.4 and 0.4, or instead 0.8 and 0.2. The one-particle density matrices differ, and so do the mean particle numbers, 0.8 and 1.0. Yet the Hartree-Fock two-particle matrices are identical, because their only independent entry is the product of the occupations, 0.16 in both cases. The one-particle matrix therefore cannot be recovered from the pair matrix here. For a state with a definite particle number of at least two, a partial trace of its exact two-particle density matrix (which has the Hartree-Fock form when the state is a Slater determinant) would recover it, but in these states the particle number fluctuates.

A third orbital with occupation 0.5 removes the ambiguity. The pair products for (12), (13), (23) are then 0.16, 0.20, 0.20 in the first case and 0.16, 0.40, 0.10 in the second.

For a complex matrix $A$ over a finite orbital set, write $A\wedge A$ for the matrix on ordered orbital pairs with entries
$$(A\wedge A)_{ij,kl}=A_{ik}A_{jl}-A_{il}A_{jk}.$$
This is the Hartree-Fock form up to normalisation. In Lean it is `antisymProd A`, with row pair `p` $=(i,j)$ and column pair `q` $=(k,l)$.

```lean
import Mathlib

open Matrix
open scoped Kronecker

namespace HartreeFockFactorisation

/-- The antisymmetrised product of a one-particle matrix with itself: the matrix on orbital pairs
with entries `A i k * A j l - A i l * A j k`. -/
def antisymProd {r : Type*} (A : Matrix r r ℂ) : Matrix (r × r) (r × r) ℂ :=
  Matrix.of fun p q => A p.1 q.1 * A p.2 q.2 - A p.1 q.2 * A p.2 q.1
```

## Invertibility: no empty natural orbital

For a density matrix, invertibility means that every natural orbital has nonzero occupation. Grand-canonical thermal states of non-interacting fermions at nonzero temperature in a finite basis satisfy this; a Slater determinant with virtual orbitals does not.

By hand, invertibility lets us divide by $A$. Expanding the matrix products gives
$$((AB)\wedge(AB))_{ij,kl}=\sum_{a,b}A_{ia}A_{jb}\,(B_{ak}B_{bl}-B_{al}B_{bk}),$$
that is, $(AB)\wedge(AB)=(A\otimes A)(B\wedge B)$. If $A\wedge A=B\wedge B$ and $C=A^{-1}B$, then
$$C\wedge C=(A^{-1}\otimes A^{-1})(B\wedge B)=(A^{-1}\otimes A^{-1})(A\wedge A)=1\wedge 1.$$

Writing $(A\wedge A)(B\wedge B)$ on the right of the transformation law would be wrong by a factor of 2, since the sum runs over ordered pairs and counts each pair twice.

```lean
variable {r : Type*} [Fintype r] [DecidableEq r]

omit [DecidableEq r] in
/-- Multiplying the one-particle matrix by `A` from the left multiplies its antisymmetrised
product by `A ⊗ A`. -/
theorem antisymProd_mul (A B : Matrix r r ℂ) :
    antisymProd (A * B) = (A ⊗ₖ A) * antisymProd B := by
  ext ⟨i, j⟩ ⟨k, l⟩
  simp only [antisymProd, Matrix.of_apply, Matrix.mul_apply, Matrix.kroneckerMap_apply,
    Fintype.sum_prod_type, Finset.sum_mul_sum, ← Finset.sum_sub_distrib]
  refine Finset.sum_congr rfl fun a _ => Finset.sum_congr rfl fun b _ => ?_
  ring
```

Without invertibility of $A$, equal antisymmetrised products do not imply $B=\pm A$, even with three orbitals: $\mathrm{diag}(1,0,0)$ and $\mathrm{diag}(0,1,0)$ each describe one particle, and both have zero antisymmetrised product.

## At least three orbitals: a spare one for comparison

The hypothesis `3 ≤ Fintype.card r` says that the one-particle space has dimension at least three. Its use is that any two orbitals leave another one free; the proof counts elements to show this.

```lean
/-- With at least three orbitals, any two of them leave a further one free. -/
theorem exists_third_orbital (hr : 3 ≤ Fintype.card r) (i j : r) :
    ∃ l : r, l ≠ i ∧ l ≠ j := by
  by_contra hne
  have hsub : (Finset.univ : Finset r) ⊆ {i, j} := by
    intro l _
    by_contra hl
    exact hne ⟨l, fun e => hl (by simp [e]), fun e => hl (by simp [e])⟩
  have h1 := Finset.card_le_card hsub
  have h2 : ({i, j} : Finset r).card ≤ 2 := Finset.card_le_two
  rw [Finset.card_univ] at h1
  omega
```

Now let $C\wedge C=1\wedge1$. For $i\ne k$, choose $l$ different from both. Three minors of columns $k,l$ read
$$\begin{aligned}
C_{ik}C_{kl}-C_{il}C_{kk}&=0,\\
C_{ik}C_{ll}-C_{il}C_{lk}&=0,\\
C_{kk}C_{ll}-C_{kl}C_{lk}&=1.
\end{aligned}$$
Multiply the third by $C_{ik}$ and substitute the other two:
$$C_{ik}=C_{kk}C_{il}C_{lk}-C_{lk}C_{il}C_{kk}=0.$$

With the off-diagonal entries gone, $C_{ii}C_{jj}=1$ for $i\ne j$. For any two distinct orbitals $i,j$ and a third $l$, $C_{ii}C_{ll}=1=C_{jj}C_{ll}$, so $C_{ii}=C_{jj}$. The common value squares to 1, hence $C=1$ or $C=-1$.

In the proof, `off`, `diag` and `same` are these three steps. The first `linear_combination` is the substitution above.

```lean
/-- With at least three orbitals, a matrix whose antisymmetrised product is that of the identity
is the identity or its negative. -/
theorem eq_one_or_neg_one (hr : 3 ≤ Fintype.card r) (C : Matrix r r ℂ)
    (hC : antisymProd C = antisymProd 1) : C = 1 ∨ C = -1 := by
  have h : ∀ i j k l : r, C i k * C j l - C i l * C j k
      = (1 : Matrix r r ℂ) i k * (1 : Matrix r r ℂ) j l
        - (1 : Matrix r r ℂ) i l * (1 : Matrix r r ℂ) j k := by
    intro i j k l
    exact congrFun (congrFun hC (i, j)) (k, l)
  -- three minors of the columns k and l force the off-diagonal entries to vanish
  have off : ∀ i k : r, i ≠ k → C i k = 0 := by
    intro i k hik
    obtain ⟨l, hli, hlk⟩ := exists_third_orbital hr i k
    have h1 := h i k k l
    have h2 := h i l k l
    have h3 := h k l k l
    simp only [Matrix.one_apply_eq, Matrix.one_apply_ne hik, Matrix.one_apply_ne hli.symm,
      Matrix.one_apply_ne hlk, Matrix.one_apply_ne hlk.symm, mul_zero, mul_one,
      sub_zero] at h1 h2 h3
    linear_combination C k k * h2 - C l k * h1 - C i k * h3
  -- distinct diagonal entries are mutually inverse
  have diag : ∀ i j : r, i ≠ j → C i i * C j j = 1 := by
    intro i j hij
    have h1 := h i j i j
    simp only [Matrix.one_apply_eq, Matrix.one_apply_ne hij, off i j hij, zero_mul, mul_one,
      sub_zero] at h1
    exact h1
  -- comparison with a third orbital makes all diagonal entries equal
  have same : ∀ i j : r, C i i = C j j := by
    intro i j
    obtain ⟨l, hli, hlj⟩ := exists_third_orbital hr i j
    have h1 := diag i l hli.symm
    have h2 := diag j l hlj.symm
    linear_combination C j j * h1 - C i i * h2
  obtain ⟨o⟩ : Nonempty r := Fintype.card_pos_iff.mp (by omega)
  obtain ⟨l, hlo, _⟩ := exists_third_orbital hr o o
  have hsq : C o o * C o o = 1 := by
    have h1 := diag o l hlo.symm
    rwa [same l o] at h1
  rcases mul_self_eq_one_iff.mp hsq with hc | hc
  · left
    ext i j
    by_cases hij : i = j
    · subst hij
      rw [same i o, hc, Matrix.one_apply_eq]
    · rw [off i j hij, Matrix.one_apply_ne hij]
  · right
    ext i j
    by_cases hij : i = j
    · subst hij
      rw [same i o, hc, Matrix.neg_apply, Matrix.one_apply_eq]
    · rw [off i j hij, Matrix.neg_apply, Matrix.one_apply_ne hij, neg_zero]
```

## The equivalence up to sign

Since $B=AC$, the two hypotheses together give $B=A$ or $B=-A$. Conversely, a sign change cancels in every product of two entries. The theorem states both directions for arbitrary complex matrices: `IsUnit A` is the invertibility of $A$, while $B$ need not be assumed invertible, and neither matrix need be Hermitian.

```lean
/-- With at least three orbitals and `A` invertible, `A` and `B` have the same antisymmetrised
product if and only if they agree up to a sign. -/
theorem antisymProd_eq_iff (hr : 3 ≤ Fintype.card r) {A : Matrix r r ℂ} (hA : IsUnit A)
    (B : Matrix r r ℂ) : antisymProd A = antisymProd B ↔ B = A ∨ B = -A := by
  constructor
  · intro h
    obtain ⟨U, rfl⟩ := hA
    -- strip off A: the quotient has the antisymmetrised product of the identity
    have hC : antisymProd ((↑U⁻¹ : Matrix r r ℂ) * B) = antisymProd 1 := by
      rw [antisymProd_mul, ← h, ← antisymProd_mul, Units.inv_mul]
    have hB : B = (U : Matrix r r ℂ) * ((↑U⁻¹ : Matrix r r ℂ) * B) :=
      (Units.mul_inv_cancel_left U B).symm
    rcases eq_one_or_neg_one hr _ hC with h1 | h1
    · left
      rw [h1, mul_one] at hB
      exact hB
    · right
      rw [h1, mul_neg, mul_one] at hB
      exact hB
  · rintro (rfl | rfl)
    · rfl
    · ext p q
      simp [antisymProd]
```

## Positive trace: a particle number

The trace of a one-particle density matrix is the mean particle number. If both traces have positive real part, $B=-A$ is impossible, because it would reverse the sign of the trace; the proof derives exactly this contradiction. Without the condition, $A$ and $-A$ remain indistinguishable.

```lean
/-- With at least three orbitals, an invertible one-particle matrix is determined by its
antisymmetrised product among the matrices whose trace has positive real part. -/
theorem eq_of_antisymProd_eq (hr : 3 ≤ Fintype.card r) {A B : Matrix r r ℂ} (hA : IsUnit A)
    (htA : 0 < A.trace.re) (htB : 0 < B.trace.re) (h : antisymProd A = antisymProd B) :
    A = B := by
  rcases (antisymProd_eq_iff hr hA B).1 h with h1 | h1
  · exact h1.symm
  · -- the opposite sign would reverse the sign of the trace
    rw [h1, Matrix.trace_neg, Complex.neg_re] at htB
    linarith
```

## Two orbitals retain only the determinant

For two orbitals, every entry of $A\wedge A$ is zero or $\pm\det A$. Equality of the antisymmetrised products is therefore equality of determinants. Lean reads the determinant off the entry with row and column pair `(0, 1)`, and for the converse checks all index choices.

```lean
/-- For two orbitals, the antisymmetrised products of two matrices coincide if and only if their
determinants do. -/
theorem antisymProd_eq_iff_det_eq (A B : Matrix (Fin 2) (Fin 2) ℂ) :
    antisymProd A = antisymProd B ↔ A.det = B.det := by
  constructor
  · intro h
    rw [Matrix.det_fin_two, Matrix.det_fin_two]
    exact congrFun (congrFun h (0, 1)) (0, 1)
  · intro h
    rw [Matrix.det_fin_two, Matrix.det_fin_two] at h
    -- every entry is zero or the determinant up to sign
    have key : ∀ i j k l : Fin 2,
        A i k * A j l - A i l * A j k = B i k * B j l - B i l * B j k := by
      simp only [Fin.forall_fin_two]
      repeat' apply And.intro
      all_goals first
        | linear_combination h
        | linear_combination -h
        | linear_combination (0 : ℂ) * h
    ext ⟨i, j⟩ ⟨k, l⟩
    exact key i j k l
```

The identity and $\mathrm{diag}(2,1/2)$ both have determinant 1, so they share an antisymmetrised product. Comparing the first diagonal entry, 2, with $1$ and $-1$ shows that they do not agree up to sign. As an occupation, 2 exceeds the fermionic limit of 1, so $\mathrm{diag}(2,1/2)$ is not itself an admissible density matrix; multiplying both matrices by 0.4 gives the admissible pair of the opening example.

```lean
/-- For two orbitals, the invertible matrix `diag(2, 1/2)` has the same antisymmetrised product as
the identity, yet it is neither the identity nor its negative. -/
theorem two_orbital_counterexample :
    IsUnit (!![2, 0; 0, 1 / 2] : Matrix (Fin 2) (Fin 2) ℂ) ∧
    antisymProd (1 : Matrix (Fin 2) (Fin 2) ℂ) = antisymProd !![2, 0; 0, 1 / 2] ∧
    (!![2, 0; 0, 1 / 2] : Matrix (Fin 2) (Fin 2) ℂ) ≠ 1 ∧
    (!![2, 0; 0, 1 / 2] : Matrix (Fin 2) (Fin 2) ℂ) ≠ -1 := by
  have hdet : (!![2, 0; 0, 1 / 2] : Matrix (Fin 2) (Fin 2) ℂ).det = 1 := by
    rw [Matrix.det_fin_two_of]
    norm_num
  refine ⟨?_, ?_, ?_, ?_⟩
  · rw [Matrix.isUnit_iff_isUnit_det, hdet]
    exact isUnit_one
  · rw [antisymProd_eq_iff_det_eq, hdet, Matrix.det_one]
  · intro h
    have h0 : (2 : ℂ) = 1 := congrFun (congrFun h 0) 0
    norm_num at h0
  · intro h
    have h0 := congrFun (congrFun h 0) 0
    rw [Matrix.neg_apply, Matrix.one_apply_eq] at h0
    have h1 : (2 : ℂ) = -1 := h0
    norm_num at h1

end HartreeFockFactorisation
```

```lean
#print axioms HartreeFockFactorisation.eq_of_antisymProd_eq
#print axioms HartreeFockFactorisation.two_orbital_counterexample
```

```
'HartreeFockFactorisation.eq_of_antisymProd_eq' depends on axioms: [propext, Classical.choice, Quot.sound]
'HartreeFockFactorisation.two_orbital_counterexample' depends on axioms: [propext, Classical.choice, Quot.sound]
```
